# A norm bound for the error of neglecting the exchange commutator on a finite grid

Replacing fKf by (f²K + Kf²)/2 changes the exchange term whenever the correlation factor f and the exchange matrix K fail to commute. Some explicitly correlated methods make this replacement when they neglect the exchange commutator. There f depends on the distance between two electrons; here the second electron is held fixed, so that f is a function of the first electron's position, and K acts on the first electron only. The result below gives an upper bound on the resulting operator error for finite-range exchange on a finite grid, not the error in a computed energy.

## A bound quadratic in the exchange range

Let the points x of a nonempty finite grid have positions r(x) in a metric space. Let f be a real function with |f(p) − f(q)| ≤ L dist(p,q), write g(x) = f(r(x)), and let F be the diagonal matrix with entries g(x). Let K be Hermitian, with K(x,y) = 0 when r(x) and r(y) are more than d apart, and Σ_y |K(x,y)| ≤ k for every x. The claim is that

E = FKF − (F²K + KF²)/2

has Euclidean operator norm at most B = kL²d²/2.

Expanding the double commutator gives

[F,[F,K]] = F²K − 2FKF + KF², so E = −[F,[F,K]]/2.

Since F is diagonal, the entries are

E(x,y) = K(x,y) (g(x)g(y) − (g(x)² + g(y)²)/2) = −K(x,y)(g(x) − g(y))²/2.

They all vanish exactly when every K(x,y)(g(x) − g(y)) does, that is, when FK = KF.

Where K(x,y) ≠ 0, the distance is at most d, so (g(x) − g(y))² ≤ L²d². Hence

|E(x,y)| ≤ (L²d²/2) |K(x,y)|.

Summing over y bounds each absolute row sum of E by B. Because |K(x,y)| = |K(y,x)|, each column sum is also at most B. For a vector v, Cauchy–Schwarz with weights |E(x,y)| gives

|Σ_y E(x,y)v(y)|² ≤ (Σ_y |E(x,y)|) (Σ_y |E(x,y)| |v(y)|²) ≤ B Σ_y |E(x,y)| |v(y)|².

Summing over x and using the column bound,

‖Ev‖² ≤ B Σ_y (Σ_x |E(x,y)|) |v(y)|² ≤ B²‖v‖².

For a numerical instance, take points at 0, 1, 2 on a line, f(x) = x/2, and K equal to 2 on the diagonal, 1 between nearest neighbours and 0 elsewhere. Then L = 1/2, d = 1, k = 4 and B = 1/2. The nonzero entries of E are −1/8, and its norm is √2/8 ≈ 0.177.

The same argument by hand, applied to the single commutator with entries (g(x) − g(y))K(x,y), gives ‖[F,K]‖ ≤ kLd for L, d ≥ 0: at fixed k, this bound is linear in the range instead of quadratic.

## Grid, factor and error as matrices

The type `ι` labels grid points and `P` contains their positions. As `P` is a pseudometric space, different positions may be at distance zero.

In Lean 4 with Mathlib:

```lean
import Mathlib

open Matrix

namespace ExchangeCommutator

noncomputable section

variable {ι P : Type*} [Fintype ι] [DecidableEq ι] [PseudoMetricSpace P]
```

The factor acts by multiplication, so it becomes a diagonal complex matrix.

```lean
/-- Multiplication by a real function on the grid, as a diagonal matrix. -/
def gridMul (g : ι → ℝ) : Matrix ι ι ℂ := Matrix.diagonal fun x => (g x : ℂ)
```

The error is defined for any square matrix `K`; Hermiticity enters only in the norm bound.

```lean
/-- The error `fKf - (f²K + Kf²)/2` made when the exchange term `fKf` is replaced by
its symmetrised form. -/
def exchangeError (g : ι → ℝ) (K : Matrix ι ι ℂ) : Matrix ι ι ℂ :=
  gridMul g * K * gridMul g
    - (1 / 2 : ℂ) • (gridMul g * gridMul g * K + K * (gridMul g * gridMul g))
```

The norm is that of the linear map on Euclidean space. It carries no quadrature weights, so any weights must already be absorbed into the matrix and vectors.

```lean
/-- The operator norm of a matrix acting on wave functions with the Euclidean norm. -/
def opNorm (M : Matrix ι ι ℂ) : ℝ := ‖Matrix.toEuclideanCLM (n := ι) (𝕜 := ℂ) M‖
```

## Commutator form and entries

In the next proof, `noncomm_ring` expands the double commutator without reordering factors, and `module` collects the scalars.

```lean
/-- The error is minus one half of the double commutator `[f, [f, K]]`. -/
theorem exchangeError_eq_double_commutator (g : ι → ℝ) (K : Matrix ι ι ℂ) :
    exchangeError g K = -(1 / 2 : ℂ) •
      (gridMul g * (gridMul g * K - K * gridMul g)
        - (gridMul g * K - K * gridMul g) * gridMul g) := by
  have h : gridMul g * (gridMul g * K - K * gridMul g)
        - (gridMul g * K - K * gridMul g) * gridMul g
      = gridMul g * gridMul g * K + K * (gridMul g * gridMul g)
        - (2 : ℂ) • (gridMul g * K * gridMul g) := by
    rw [two_smul]
    noncomm_ring
  rw [h, exchangeError]
  module
```

The diagonal product rules then reduce each entry to a scalar identity, which `ring` closes.

```lean
/-- The error has the entries `-K(x,y) (f(x) - f(y))² / 2`. -/
theorem exchangeError_apply (g : ι → ℝ) (K : Matrix ι ι ℂ) (x y : ι) :
    exchangeError g K x y = -(K x y * ((g x - g y : ℝ) : ℂ) ^ 2) / 2 := by
  simp only [exchangeError, gridMul, Matrix.sub_apply, Matrix.smul_apply, Matrix.add_apply,
    Matrix.diagonal_mul_diagonal, Matrix.diagonal_mul, Matrix.mul_diagonal, smul_eq_mul]
  push_cast
  ring
```

For the exactness criterion, a zero entry of the error means that either `K x y` vanishes or the factor agrees at the two points. In both cases the commutator entry is zero. The converse uses the double commutator.

```lean
/-- The symmetrised form is exact if and only if the exchange matrix commutes with
multiplication by the correlation factor. -/
theorem exchangeError_eq_zero_iff (g : ι → ℝ) (K : Matrix ι ι ℂ) :
    exchangeError g K = 0 ↔ gridMul g * K = K * gridMul g := by
  constructor
  · intro h
    ext x y
    have hxy : exchangeError g K x y = 0 := by rw [h]; rfl
    rw [exchangeError_apply] at hxy
    have h0 : K x y * ((g x - g y : ℝ) : ℂ) ^ 2 = 0 := by
      linear_combination (-2) * hxy
    simp only [gridMul, Matrix.diagonal_mul, Matrix.mul_diagonal]
    -- either the two points are not coupled, or the factor agrees on them
    rcases mul_eq_zero.mp h0 with hK | hg
    · rw [hK, mul_zero, zero_mul]
    · have hd := pow_eq_zero_iff (two_ne_zero) |>.mp hg
      push_cast at hd
      linear_combination K x y * hd
  · intro h
    rw [exchangeError_eq_double_commutator, h, sub_self, mul_zero, zero_mul, sub_self,
      smul_zero]
```

## From entries to the operator norm

The hypothesis `hf` is the Lipschitz condition, and `hd` is the finite range, an idealisation of an exchange kernel that decays with distance. The proof splits on whether the two points lie beyond `d`.

```lean
/-- For an `L`-Lipschitz factor and exchange of range `d`, each entry of the error is at most
`L² d² / 2` times the corresponding entry of the exchange matrix, in modulus. -/
theorem norm_exchangeError_apply_le (r : ι → P) (f : P → ℝ) (K : Matrix ι ι ℂ) {L d : ℝ}
    (hf : ∀ p q, |f p - f q| ≤ L * dist p q)
    (hd : ∀ x y, d < dist (r x) (r y) → K x y = 0) (x y : ι) :
    ‖exchangeError (fun i => f (r i)) K x y‖ ≤ L ^ 2 * d ^ 2 / 2 * ‖K x y‖ := by
  have h2 : ‖(2 : ℂ)‖ = 2 := by simp
  rw [exchangeError_apply, norm_div, norm_neg, norm_mul, norm_pow, Complex.norm_real,
    Real.norm_eq_abs, h2]
  by_cases h : d < dist (r x) (r y)
  · rw [hd x y h]
    simp
  · have hle : dist (r x) (r y) ≤ d := le_of_not_gt h
    have hs : |f (r x) - f (r y)| ^ 2 ≤ L ^ 2 * d ^ 2 := by
      calc |f (r x) - f (r y)| ^ 2 ≤ (L * dist (r x) (r y)) ^ 2 :=
            pow_le_pow_left₀ (abs_nonneg _) (hf _ _) 2
        _ = L ^ 2 * dist (r x) (r y) ^ 2 := by ring
        _ ≤ L ^ 2 * d ^ 2 := by gcongr
    have hm := mul_le_mul_of_nonneg_left hs (norm_nonneg (K x y))
    linarith
```

The hypothesis `hk` limits the total exchange coupling of each point; on a nonempty grid it forces `k` to be nonnegative. In the proof, `hrow` and `hcol` are the row and column bounds, `hpt` is the weighted Cauchy–Schwarz step, and `Finset.sum_comm` exchanges the two sums.

```lean
/-- On a nonempty finite grid, let `f` be `L`-Lipschitz and let `K` be a Hermitian exchange
matrix that vanishes beyond distance `d` and has absolute row sums at most `k`. Then the error
of the symmetrised form has operator norm at most `k L² d² / 2`. -/
theorem opNorm_exchangeError_le [Nonempty ι] (r : ι → P) (f : P → ℝ) (K : Matrix ι ι ℂ)
    {L d k : ℝ} (hK : K.IsHermitian)
    (hf : ∀ p q, |f p - f q| ≤ L * dist p q)
    (hd : ∀ x y, d < dist (r x) (r y) → K x y = 0)
    (hk : ∀ x, ∑ y, ‖K x y‖ ≤ k) :
    opNorm (exchangeError (fun i => f (r i)) K) ≤ k * L ^ 2 * d ^ 2 / 2 := by
  have hk0 : 0 ≤ k :=
    (Finset.sum_nonneg fun y _ => norm_nonneg (K (Classical.arbitrary ι) y)).trans (hk _)
  have hent := norm_exchangeError_apply_le r f K hf hd
  set M := exchangeError (fun i => f (r i)) K
  set B := k * L ^ 2 * d ^ 2 / 2 with hB
  have hB0 : 0 ≤ B := by positivity
  have hrow : ∀ x, ∑ y, ‖M x y‖ ≤ B := fun x => by
    calc ∑ y, ‖M x y‖ ≤ ∑ y, L ^ 2 * d ^ 2 / 2 * ‖K x y‖ :=
          Finset.sum_le_sum fun y _ => hent x y
      _ = L ^ 2 * d ^ 2 / 2 * ∑ y, ‖K x y‖ := by rw [Finset.mul_sum]
      _ ≤ L ^ 2 * d ^ 2 / 2 * k := mul_le_mul_of_nonneg_left (hk x) (by positivity)
      _ = B := by rw [hB]; ring
  -- Hermiticity turns the row bound into a column bound
  have hcol : ∀ y, ∑ x, ‖M x y‖ ≤ B := fun y => by
    calc ∑ x, ‖M x y‖ ≤ ∑ x, L ^ 2 * d ^ 2 / 2 * ‖K y x‖ :=
          Finset.sum_le_sum fun x _ => by
            have h := hent x y
            rwa [← hK.apply x y, norm_star] at h
      _ = L ^ 2 * d ^ 2 / 2 * ∑ x, ‖K y x‖ := by rw [Finset.mul_sum]
      _ ≤ L ^ 2 * d ^ 2 / 2 * k := mul_le_mul_of_nonneg_left (hk y) (by positivity)
      _ = B := by rw [hB]; ring
  refine ContinuousLinearMap.opNorm_le_bound _ hB0 fun v => ?_
  -- Cauchy-Schwarz with weights `‖M x y‖` at each grid point
  have hpt : ∀ x, ‖∑ y, M x y * v.ofLp y‖ ^ 2 ≤ B * ∑ y, ‖M x y‖ * ‖v.ofLp y‖ ^ 2 :=
    fun x => by
    calc ‖∑ y, M x y * v.ofLp y‖ ^ 2 ≤ (∑ y, ‖M x y‖ * ‖v.ofLp y‖) ^ 2 := by
          refine pow_le_pow_left₀ (norm_nonneg _) ((norm_sum_le _ _).trans ?_) 2
          exact Finset.sum_le_sum fun y _ => (norm_mul _ _).le
      _ ≤ (∑ y, ‖M x y‖) * ∑ y, ‖M x y‖ * ‖v.ofLp y‖ ^ 2 :=
          Finset.sum_sq_le_sum_mul_sum_of_sq_le_mul _ (fun y _ => norm_nonneg _)
            (fun y _ => by positivity) (fun y _ => le_of_eq (by ring))
      _ ≤ B * ∑ y, ‖M x y‖ * ‖v.ofLp y‖ ^ 2 :=
          mul_le_mul_of_nonneg_right (hrow x) (Finset.sum_nonneg fun y _ => by positivity)
  refine (le_abs_self _).trans (abs_le_of_sq_le_sq ?_ (mul_nonneg hB0 (norm_nonneg v)))
  rw [mul_pow, EuclideanSpace.norm_sq_eq, EuclideanSpace.norm_sq_eq]
  calc _ ≤ ∑ x, B * ∑ y, ‖M x y‖ * ‖v.ofLp y‖ ^ 2 := Finset.sum_le_sum fun x _ => hpt x
    _ = B * ∑ y, (∑ x, ‖M x y‖) * ‖v.ofLp y‖ ^ 2 := by
        rw [← Finset.mul_sum, Finset.sum_comm]
        simp only [Finset.sum_mul]
    _ ≤ B * ∑ y, B * ‖v.ofLp y‖ ^ 2 := by
        refine mul_le_mul_of_nonneg_left (Finset.sum_le_sum fun y _ => ?_) hB0
        exact mul_le_mul_of_nonneg_right (hcol y) (by positivity)
    _ = B ^ 2 * ∑ y, ‖v.ofLp y‖ ^ 2 := by rw [← Finset.mul_sum]; ring
```

## Two points attain the bound

Let k, L and d be nonnegative. Take positions 0 and d, f(x) = Lx, and K with zero diagonal and off-diagonal entries k. Both off-diagonal entries of E are then −kL²d²/2. The general theorem supplies the upper bound. The unit vector (1,0) supplies the lower one, since the second component of its image has modulus kL²d²/2. The bound is therefore sharp for Hermitian K. For k > 0, however, this K has eigenvalues ±k, whereas Hartree–Fock exchange is semidefinite. Adding k to both diagonal entries makes K semidefinite, leaves E unchanged and doubles the row sums, so the norm is then half the bound.

```lean
/-- The bound is attained: for two grid points at `0` and `d`, the factor `f(x) = L x` and
exchange `k` between the points, with `k`, `L`, `d` nonnegative, the error has operator norm
exactly `k L² d² / 2`. -/
theorem opNorm_exchangeError_two_points {k L d : ℝ} (hk : 0 ≤ k) (hL : 0 ≤ L) (hd : 0 ≤ d) :
    opNorm (exchangeError (fun i => L * (![0, d] : Fin 2 → ℝ) i) !![0, (k : ℂ); (k : ℂ), 0])
      = k * L ^ 2 * d ^ 2 / 2 := by
  apply le_antisymm
  · refine opNorm_exchangeError_le (![0, d] : Fin 2 → ℝ) (fun x => L * x) _ ?_ ?_ ?_ ?_
    · ext i j
      fin_cases i <;> fin_cases j <;> simp
    · intro p q
      rw [Real.dist_eq, ← mul_sub, abs_mul, abs_of_nonneg hL]
    · intro i j h
      have hle : dist ((![0, d] : Fin 2 → ℝ) i) ((![0, d] : Fin 2 → ℝ) j) ≤ d := by
        fin_cases i <;> fin_cases j <;> simp [Real.dist_eq, abs_of_nonneg hd, hd]
      exact absurd h (not_lt_of_ge hle)
    · intro i
      fin_cases i <;> simp [Fin.sum_univ_two, abs_of_nonneg hk]
  · -- test the error on a wave function localised at the first point
    set E := exchangeError (fun i => L * (![0, d] : Fin 2 → ℝ) i)
      !![0, (k : ℂ); (k : ℂ), 0] with hE
    let v : EuclideanSpace ℂ (Fin 2) := WithLp.toLp 2 ![1, 0]
    have hv : ‖v‖ = 1 := by simp [v, EuclideanSpace.norm_eq, Fin.sum_univ_two]
    have hent : E 1 0 = ((-(k * L ^ 2 * d ^ 2 / 2) : ℝ) : ℂ) := by
      rw [hE, exchangeError_apply]
      change -((k : ℂ) * ((L * d - L * 0 : ℝ) : ℂ) ^ 2) / 2 = _
      push_cast
      ring
    have hval : (Matrix.toEuclideanCLM (n := Fin 2) (𝕜 := ℂ) E v).ofLp 1 = E 1 0 := by
      change ∑ j, E 1 j * (![1, 0] : Fin 2 → ℂ) j = _
      simp [Fin.sum_univ_two]
    have h1 := PiLp.norm_apply_le (Matrix.toEuclideanCLM (n := Fin 2) (𝕜 := ℂ) E v) 1
    have h2 := (Matrix.toEuclideanCLM (n := Fin 2) (𝕜 := ℂ) E).le_opNorm v
    rw [hval, hent, Complex.norm_real, Real.norm_eq_abs, abs_neg,
      abs_of_nonneg (by positivity)] at h1
    rw [hv, mul_one] at h2
    exact h1.trans h2

end

end ExchangeCommutator
```

```lean
#print axioms ExchangeCommutator.exchangeError_eq_zero_iff
#print axioms ExchangeCommutator.opNorm_exchangeError_two_points
```

```
'ExchangeCommutator.exchangeError_eq_zero_iff' depends on axioms: [propext, Classical.choice, Quot.sound]
'ExchangeCommutator.opNorm_exchangeError_two_points' depends on axioms: [propext, Classical.choice, Quot.sound]
```
